# A reaction among the phases of a mixture can be run until a phase is used up

A mixture of finitely many compounds is given by nonnegative weights `w` that sum to one and average the compositions `x i`, which are arbitrary real vectors, to `t`. A reaction `z` is a nonzero change of the weights that keeps both their sum and the total composition. The theorem says that if `z` involves only compounds of nonzero weight, then for some `s > 0` the weights `w i + s * z i` again form a mixture of composition `t`, with strictly fewer phases. The proof takes, among the compounds with `z i < 0`, a `k` for which `w i / (-z i)` is least, and runs the reaction to that extent, so that `k` vanishes, no weight turns negative and no new phase appears.

As first written in Lean, the proof fails:

```lean
import Mathlib

open Finset

namespace ReactUntilExhausted

noncomputable section

variable {ι : Type*} [Fintype ι] {n : ℕ}

/-- The weights `w` describe a mixture of mean composition `t` of the compounds with
compositions `x i`: they are nonnegative, sum to one and average to `t`. -/
def IsMixture (x : ι → Fin n → ℝ) (t : Fin n → ℝ) (w : ι → ℝ) : Prop :=
  (∀ i, 0 ≤ w i) ∧ ∑ i, w i = 1 ∧ ∑ i, w i • x i = t

/-- A reaction: a nonzero change of the weights that conserves the total amount and
the composition. -/
def IsReaction (x : ι → Fin n → ℝ) (z : ι → ℝ) : Prop :=
  (∃ i, z i ≠ 0) ∧ ∑ i, z i = 0 ∧ ∑ i, z i • x i = 0

/-- The phases present: the compounds of nonzero weight. -/
def phases (w : ι → ℝ) : Finset ι := univ.filter (fun i => w i ≠ 0)

/-- A reaction that involves only phases present in a mixture can be run, to a positive
extent, to a mixture of the same composition with fewer phases. -/
theorem react_until_exhausted {x : ι → Fin n → ℝ} {t : Fin n → ℝ} {w z : ι → ℝ}
    (hw : IsMixture x t w) (hz : IsReaction x z) (hs : ∀ i, w i = 0 → z i = 0) :
    ∃ s : ℝ, 0 < s ∧ IsMixture x t (fun i => w i + s * z i) ∧
      (phases (fun i => w i + s * z i)).card < (phases w).card := by
  -- some phase is consumed, since the amounts sum to zero
  have hN : (univ.filter (fun i => z i < 0)).Nonempty := by
    by_contra hne
    have hpos : ∀ i, 0 ≤ z i := fun i => by
      by_contra hi
      exact hne ⟨i, by simpa using hi⟩
    obtain ⟨j, hj⟩ := hz.nontrivial
    exact hj ((sum_eq_zero_iff_of_nonneg (fun i _ => hpos i)).mp hz.total j (mem_univ j))
  -- `k` is the phase that is used up first
  obtain ⟨k, hk, hmin⟩ := exists_min_image _ (fun i => w i / (-z i)) hN
  have hzk : z k < 0 := (mem_filter.mp hk).2
  have hwk : w k ≠ 0 := fun h => hzk.ne (hs k h)
  have hs0 : 0 < w k / (-z k) :=
    div_pos (lt_of_le_of_ne (hw.nonneg k) hwk.symm) (neg_pos.mpr hzk)
  have hend : w k + w k / (-z k) * z k = 0 := by
    have := div_mul_cancel₀ (w k) (neg_ne_zero.mpr hzk.ne)
    linarith
  refine ⟨w k / (-z k), hs0, ⟨fun i => ?_, ?_, fun a => ?_⟩, ?_⟩
  · rcases lt_or_ge (z i) 0 with hi | hi
    · have h := hmin i (mem_filter.mpr ⟨mem_univ i, hi⟩)
      have h' := (le_div_iff₀ (neg_pos.mpr hi)).mp h
      linarith
    · exact add_nonneg (hw.nonneg i) (mul_nonneg hs0.le hi)
  · rw [sum_add_distrib, ← mul_sum, hw.total, hz.total, mul_zero, add_zero]
  · simp only [add_mul, mul_assoc, sum_add_distrib, ← mul_sum, hw.comp, hz.comp,
      mul_zero, add_zero]
  · have hsub : phases (fun i => w i + w k / (-z k) * z i) ⊆ phases w := fun i hi =>
      mem_filter.mpr ⟨mem_univ i, fun h =>
        (mem_filter.mp hi).2 (by rw [h, hs i h, mul_zero, add_zero])⟩
    exact card_lt_card ((ssubset_iff_of_subset hsub).mpr
      ⟨k, mem_filter.mpr ⟨mem_univ k, hwk⟩, fun h => (mem_filter.mp h).2 hend⟩)

end

end ReactUntilExhausted
```

Messages:

```
Main.lean:36:25: error(lean.invalidField): Invalid field `nontrivial`: The environment does not contain `And.nontrivial`, so it is not possible to project the field `nontrivial` from an expression
  hz
of type
  (∃ i, z i ≠ 0) ∧ ∑ i, z i = 0 ∧ ∑ i, z i • x i = 0
Main.lean:36:11: error: Tactic `rcases` failed: `x✝ : ?m.95` is not an inductive datatype
Main.lean:43:32: error(lean.invalidField): Invalid field `nonneg`: The environment does not contain `And.nonneg`, so it is not possible to project the field `nonneg` from an expression
  hw
of type
  (∀ (i : ι), 0 ≤ w i) ∧ ∑ i, w i = 1 ∧ ∑ i, w i • x i = t
Main.lean:47:47: error: Application type mismatch: The argument
  fun a => ?m.273
has type
  (a : ?m.271) → ?m.274 a
but is expected to have type
  ∑ i, (fun i => w i + w k / -z k * z i) i • x i = t
in the application
  ⟨?m.270, fun a => ?m.273⟩
```

`IsMixture` and `IsReaction` are definitions that unfold to conjunctions, not structures with named fields. Lean therefore looks for `And.nontrivial` and `And.nonneg`, which don't exist. The `rcases` error follows from the first of these, since the term to be split has no known type. The projections `.1`, `.2.1` and `.2.2` reach the parts, and also replace `total` and `comp`.

The last message concerns the composition condition. It is an equation between vectors, not a statement for every component, so `fun a => ?_` can't prove it; a plain `?_` can. The goal then contains scalar multiples of vectors, which is why `add_smul`, `mul_smul`, `smul_sum` and `smul_zero` replace the lemmas on products of numbers.

The failed `refine` kept Lean from checking the bullets below it, so no message bears on the change from `rw` to `simp only` in `hsub`. `simp only` can first evaluate the function applied to `i`, which exposes `w i` for rewriting. The new `linarith` calls are mere tidying, and the comment is only reworded.

Lean accepts the file once it reads:

```diff
@@ -28,5 +28,5 @@
     ∃ s : ℝ, 0 < s ∧ IsMixture x t (fun i => w i + s * z i) ∧
       (phases (fun i => w i + s * z i)).card < (phases w).card := by
-  -- some phase is consumed, since the amounts sum to zero
+  -- some phase is consumed, since the changes sum to zero
   have hN : (univ.filter (fun i => z i < 0)).Nonempty := by
     by_contra hne
@@ -34,6 +34,6 @@
       by_contra hi
       exact hne ⟨i, by simpa using hi⟩
-    obtain ⟨j, hj⟩ := hz.nontrivial
-    exact hj ((sum_eq_zero_iff_of_nonneg (fun i _ => hpos i)).mp hz.total j (mem_univ j))
+    obtain ⟨j, hj⟩ := hz.1
+    exact hj ((sum_eq_zero_iff_of_nonneg (fun i _ => hpos i)).mp hz.2.1 j (mem_univ j))
   -- `k` is the phase that is used up first
   obtain ⟨k, hk, hmin⟩ := exists_min_image _ (fun i => w i / (-z i)) hN
@@ -41,20 +41,18 @@
   have hwk : w k ≠ 0 := fun h => hzk.ne (hs k h)
   have hs0 : 0 < w k / (-z k) :=
-    div_pos (lt_of_le_of_ne (hw.nonneg k) hwk.symm) (neg_pos.mpr hzk)
+    div_pos (lt_of_le_of_ne (hw.1 k) hwk.symm) (neg_pos.mpr hzk)
   have hend : w k + w k / (-z k) * z k = 0 := by
-    have := div_mul_cancel₀ (w k) (neg_ne_zero.mpr hzk.ne)
-    linarith
-  refine ⟨w k / (-z k), hs0, ⟨fun i => ?_, ?_, fun a => ?_⟩, ?_⟩
+    linarith [div_mul_cancel₀ (w k) (neg_ne_zero.mpr hzk.ne)]
+  refine ⟨w k / (-z k), hs0, ⟨fun i => ?_, ?_, ?_⟩, ?_⟩
   · rcases lt_or_ge (z i) 0 with hi | hi
     · have h := hmin i (mem_filter.mpr ⟨mem_univ i, hi⟩)
-      have h' := (le_div_iff₀ (neg_pos.mpr hi)).mp h
-      linarith
-    · exact add_nonneg (hw.nonneg i) (mul_nonneg hs0.le hi)
-  · rw [sum_add_distrib, ← mul_sum, hw.total, hz.total, mul_zero, add_zero]
-  · simp only [add_mul, mul_assoc, sum_add_distrib, ← mul_sum, hw.comp, hz.comp,
-      mul_zero, add_zero]
+      linarith [(le_div_iff₀ (neg_pos.mpr hi)).mp h]
+    · exact add_nonneg (hw.1 i) (mul_nonneg hs0.le hi)
+  · rw [sum_add_distrib, ← mul_sum, hw.2.1, hz.2.1, mul_zero, add_zero]
+  · simp only [add_smul, mul_smul, sum_add_distrib, ← smul_sum, hw.2.2, hz.2.2,
+      smul_zero, add_zero]
   · have hsub : phases (fun i => w i + w k / (-z k) * z i) ⊆ phases w := fun i hi =>
       mem_filter.mpr ⟨mem_univ i, fun h =>
-        (mem_filter.mp hi).2 (by rw [h, hs i h, mul_zero, add_zero])⟩
+        (mem_filter.mp hi).2 (by simp only [h, hs i h, mul_zero, add_zero])⟩
     exact card_lt_card ((ssubset_iff_of_subset hsub).mpr
       ⟨k, mem_filter.mpr ⟨mem_univ k, hwk⟩, fun h => (mem_filter.mp h).2 hend⟩)
```
